# Wave growth along a finite open chain from its energy levels

Once an open tight-binding chain has been diagonalised, the growth rate of a wave started at one open end, at some other energy $E$, can be read off the spectrum: average $\ln|E-E_j|$ over the levels $E_j$ and subtract $\ln|t|$, where $t$ is the hopping. No recurrence has to be iterated, and the sum of logarithms stays moderate where the amplitude itself would overflow. For a chain already treated by transfer matrices, the same step is a check of one calculation against the other.

The step rests on an exact identity. Let the chain have $N$ sites with real site energies $e_1,\dots,e_N$ and real hopping $t\neq0$ between neighbours. Let $p_n$ be the wave that starts from $p_0=0$, $p_1=1$ and obeys $t\,p_{n+1}=(E-e_n)p_n-t\,p_{n-1}$. If $E$ is not a level of the chain, then

$$\ln|p_{N+1}|=\sum_{j}\ln|E-E_j|-N\ln|t| .$$

For $N\ge1$, division by $N$ gives the growth rate per site. In localization studies this links the growth computed by transfer matrices to the spectrum, for a single non-interacting chain of finite length with uniform nearest-neighbour hopping.

```lean
import Mathlib

open Matrix

namespace FiniteChainThouless

noncomputable section
```

## The chain and the wave

The Hamiltonian $H$ is the tridiagonal matrix with the site energies on its diagonal and $t$ on the two neighbouring diagonals. Lean numbers rows and columns from $0$ to $N-1$, so row $i$ belongs to site $i+1$ and carries the energy $e_{i+1}$:

$$H_{ij}=e_{i+1}\,\delta_{i,j}+t\,\delta_{i+1,j}+t\,\delta_{j+1,i}.$$

The ends are open, with no extra bond closing the chain into a ring. The site energies are an arbitrary real sequence `e : ℕ → ℝ`. They may be ordered, quasiperiodic or one sample of a random potential, and no probability distribution enters.

```lean
/-- Hamiltonian of the open chain with `N` sites, site energies `e 1, ..., e N` and hopping `t`
between nearest neighbours. -/
def chain (t : ℝ) (e : ℕ → ℝ) (N : ℕ) : Matrix (Fin N) (Fin N) ℝ :=
  Matrix.of fun i j =>
    (if (i : ℕ) = j then e (i + 1) else 0) + (if (i : ℕ) + 1 = j then t else 0)
      + (if (j : ℕ) + 1 = i then t else 0)
```

The wave is defined by solving the recurrence for its newest term,

$$p_{n+2}=\frac{(E-e_{n+1})\,p_{n+1}-t\,p_n}{t}.$$

The condition $t\neq0$ says that neighbouring sites are coupled. Without it the chain falls apart into isolated sites, and the amplitude on one site does not determine the next. Every theorem below about the wave assumes $t\neq0$. The wave is a solution with prescribed starting values at any $E$, and in general it is not an eigenstate.

```lean
/-- The wave amplitude `p n` at energy `E`, started from `p 0 = 0` and `p 1 = 1` and continued by
`t p (n+1) = (E - e n) p n - t p (n-1)`, for nonzero hopping `t`. -/
def wave (t E : ℝ) (e : ℕ → ℝ) : ℕ → ℝ
  | 0 => 0
  | 1 => 1
  | n + 2 => ((E - e (n + 1)) * wave t E e (n + 1) - t * wave t E e n) / t
```

## Real energy levels

Exchanging $i$ and $j$ in $H_{ij}$ swaps the two hopping terms and leaves the diagonal alone, so $H$ is real symmetric. The proof separates the diagonal entries from the others in the same way.

```lean
/-- The Hamiltonian of the chain is Hermitian. -/
theorem chain_isHermitian (t : ℝ) (e : ℕ → ℝ) (N : ℕ) : (chain t e N).IsHermitian := by
  refine Matrix.IsHermitian.ext fun i j => ?_
  simp only [chain, Matrix.of_apply, star_trivial]
  by_cases h : (i : ℕ) = j
  · simp [h]
  · rw [if_neg h, if_neg (Ne.symm h)]
    ring
```

A Hermitian matrix has $N$ real eigenvalues, counted with multiplicity. The function `levels t e N` lists them as $E_j$ with $j=0,\dots,N-1$. The statements below treat all levels alike, so their order plays no part.

```lean
/-- The energy levels of the `N`-site chain, listed with multiplicity. -/
def levels (t : ℝ) (e : ℕ → ℝ) (N : ℕ) : Fin N → ℝ :=
  (chain_isHermitian t e N).eigenvalues
```

## Hopping at the two ends

Let $f_n$ be any amplitudes with $f_0=0$, and place $f_{j+1}$ in component $j$ of a vector. Summing $H_{ij}f_{j+1}$ over $j$ gives

$$(Hf)_i=e_{i+1}f_{i+1}+t f_i+\begin{cases}t f_{i+2}, & i+1<N,\\ 0, & i+1=N.\end{cases}$$

The first site has no left neighbour, but $f_0=0$ lets the term $t f_i$ stand for every row. The last site has no right neighbour, which is why the final term is conditional.

In the proof, `h0`, `h1` and `h2` evaluate the diagonal, right-neighbour and left-neighbour sums. The third shifts the summation by one site and uses $f_0=0$ to remove the extra term.

```lean
/-- Action of the Hamiltonian on a wave that vanishes at site `0`: site energy, hopping from the
left, and hopping from the right unless the site is the last one. -/
theorem chain_mulVec (t : ℝ) (e : ℕ → ℝ) {N : ℕ} (f : ℕ → ℝ) (hf : f 0 = 0) (i : Fin N) :
    (chain t e N *ᵥ fun j => f (j + 1)) i = e (i + 1) * f (i + 1) + t * f i
      + (if (i : ℕ) + 1 < N then t * f (i + 1 + 1) else 0) := by
  have h0 : ∑ j : Fin N, (if (i : ℕ) = j then e (i + 1) * f (j + 1) else 0)
      = e (i + 1) * f (i + 1) :=
    (Finset.sum_range (fun k => if (i : ℕ) = k then e (i + 1) * f (k + 1) else 0)).symm.trans
      (by simp)
  have h1 : ∑ j : Fin N, (if (i : ℕ) + 1 = j then t * f (j + 1) else 0)
      = if (i : ℕ) + 1 < N then t * f (i + 1 + 1) else 0 :=
    (Finset.sum_range (fun k => if (i : ℕ) + 1 = k then t * f (k + 1) else 0)).symm.trans
      (by simp only [Finset.sum_ite_eq, Finset.mem_range])
  -- the left neighbour: shift the sum by one site and use `f 0 = 0`
  have h2 : ∑ j : Fin N, (if (j : ℕ) + 1 = i then t * f (j + 1) else 0) = t * f i := by
    have s := Finset.sum_range_succ' (fun k => if k = (i : ℕ) then t * f k else 0) N
    simp only [Finset.sum_ite_eq', Finset.mem_range, hf, mul_zero, ite_self, add_zero] at s
    rw [if_pos (Nat.lt_succ_of_lt i.isLt)] at s
    exact (Finset.sum_range
      (fun k => if k + 1 = (i : ℕ) then t * f (k + 1) else 0)).symm.trans s.symm
  simp only [Matrix.mulVec, dotProduct, chain, Matrix.of_apply, add_mul, ite_mul, zero_mul,
    Finset.sum_add_distrib]
  rw [h0, h1, h2]
  ring
```

## A residue only at the last site

Take a chain of $N=n+1$ sites and insert the wave. Row $i$ of $(E-H)p$ is

$$(E-e_{i+1})p_{i+1}-t p_i-\begin{cases}t p_{i+2}, & i<n,\\ 0, & i=n.\end{cases}$$

By the recurrence, the first two terms together equal $t p_{i+2}$. Every row before the last therefore vanishes, and the last row leaves $t p_{n+2}$. The wave solves the stationary equation except at the far end, where it misses the amplitude one site beyond the chain.

In Lean, `Pi.single (Fin.last n)` is the vector supported on the last site. The equation `hr` is the recurrence multiplied through by $t$, the point at which $t\neq0$ is used, and the two branches of `by_cases` are the interior rows and the last row.

```lean
/-- The wave solves the stationary equation of the chain with `n + 1` sites everywhere except at
the last site, where the residue is `t` times the amplitude one site beyond the end. -/
theorem wave_residue {t : ℝ} (ht : t ≠ 0) (E : ℝ) (e : ℕ → ℝ) (n : ℕ) :
    (E • (1 : Matrix (Fin (n + 1)) (Fin (n + 1)) ℝ) - chain t e (n + 1)) *ᵥ
        (fun j => wave t E e (j + 1))
      = Pi.single (Fin.last n) (t * wave t E e (n + 1 + 1)) := by
  ext i
  have hr : t * wave t E e (i + 1 + 1)
      = (E - e (i + 1)) * wave t E e (i + 1) - t * wave t E e i :=
    mul_div_cancel₀ _ ht
  rw [Matrix.sub_mulVec, Pi.sub_apply, chain_mulVec t e (wave t E e) rfl i, Matrix.smul_mulVec,
    Matrix.one_mulVec, Pi.smul_apply, smul_eq_mul]
  by_cases hi : (i : ℕ) + 1 < n + 1
  · have hne : i ≠ Fin.last n := by
      rintro rfl
      simp at hi
    rw [if_pos hi, Pi.single_eq_of_ne hne]
    linear_combination -hr
  · have hl : i = Fin.last n := Fin.ext (by
      have := i.isLt
      simp only [Fin.val_last]
      omega)
    rw [if_neg hi]
    subst hl
    rw [Pi.single_eq_same]
    simp only [Fin.val_last] at hr ⊢
    linear_combination -hr
```

## The minor that links the two ends

To turn the residue into a determinant, one cofactor of $E-H$ is needed. Delete the last row and the first column. The remaining $n\times n$ matrix has entries

$$M_{ij}=(E-H)_{i,\,j+1}.$$

On its diagonal this is the hopping entry $-t$. For $i<j$ the two sites are more than one bond apart, so the entry is zero. The matrix is lower triangular, and

$$\det M=(-t)^n .$$

Any site energies left in $M$ lie below its diagonal and do not contribute. For $n=0$ the matrix is empty and its determinant is $1$.

The proof computes the entries on and above the diagonal in `entry`, states triangularity in `tri`, and multiplies the diagonal.

```lean
/-- Deleting the last row and the first column of `E - H` leaves a matrix of determinant
`(-t) ^ n`. -/
theorem corner_minor (t E : ℝ) (e : ℕ → ℝ) (n : ℕ) :
    ((E • (1 : Matrix (Fin (n + 1)) (Fin (n + 1)) ℝ) - chain t e (n + 1)).submatrix
      Fin.castSucc Fin.succ).det = (-t) ^ n := by
  have entry : ∀ i j : Fin n, i ≤ j →
      (E • (1 : Matrix (Fin (n + 1)) (Fin (n + 1)) ℝ) - chain t e (n + 1)).submatrix
        Fin.castSucc Fin.succ i j = if i = j then -t else 0 := by
    intro i j hij
    have hij' : (i : ℕ) ≤ j := hij
    have hc : ((Fin.castSucc i : Fin (n + 1)) : ℕ) = i := rfl
    have h1 : ¬ (i : ℕ) = j + 1 := by omega
    have h2 : ¬ (j : ℕ) + 1 + 1 = i := by omega
    simp only [Matrix.submatrix_apply, Matrix.sub_apply, Matrix.smul_apply, Matrix.one_apply,
      chain, Matrix.of_apply, Fin.ext_iff, hc, Fin.val_succ, h1, h2, if_false, add_left_inj,
      smul_zero, zero_add, add_zero, zero_sub]
    split_ifs <;> simp
  -- the minor is lower triangular with `-t` on the diagonal
  have tri : ((E • (1 : Matrix (Fin (n + 1)) (Fin (n + 1)) ℝ) - chain t e (n + 1)).submatrix
      Fin.castSucc Fin.succ).BlockTriangular OrderDual.toDual := by
    intro i j hij
    have hlt : i < j := OrderDual.toDual_lt_toDual.mp hij
    rw [entry i j hlt.le, if_neg hlt.ne]
  rw [Matrix.det_of_isLowerTriangular _ tri, Finset.prod_congr rfl (fun i _ => entry i i le_rfl)]
  simp
```

## The secular determinant

The adjugate satisfies $\operatorname{adj}(E-H)\,(E-H)=\det(E-H)\,\mathbb 1$. Apply it to the residue equation and read the component of the first site, where $p_1=1$:

$$\det(E-H)=\operatorname{adj}(E-H)_{0,n}\;t\,p_{n+2}.$$

The adjugate entry is the signed minor $(-1)^n(-t)^n=t^n$. With $N=n+1$ this becomes

$$\det(E-H)=t^N p_{N+1}.$$

No inverse of $E-H$ was taken, so the identity also holds when $E$ is a level. For $N=0$ both sides equal $1$, and the proof treats that case separately.

```lean
/-- The secular determinant of the chain is `t ^ N` times the amplitude one site beyond its end. -/
theorem det_eq_wave {t : ℝ} (ht : t ≠ 0) (E : ℝ) (e : ℕ → ℝ) (N : ℕ) :
    (E • (1 : Matrix (Fin N) (Fin N) ℝ) - chain t e N).det = t ^ N * wave t E e (N + 1) := by
  cases N with
  | zero => simp [wave]
  | succ n =>
    have hw : wave t E e 1 = 1 := rfl
    -- apply the adjugate to the residue equation and read off the first site
    have h := congrArg (fun v =>
      ((E • (1 : Matrix (Fin (n + 1)) (Fin (n + 1)) ℝ) - chain t e (n + 1)).adjugate *ᵥ v) 0)
      (wave_residue ht E e n)
    simp only [Matrix.mulVec_mulVec, Matrix.adjugate_mul, Matrix.smul_mulVec,
      Matrix.one_mulVec, Pi.smul_apply, smul_eq_mul, Fin.val_zero, zero_add, hw, mul_one] at h
    rw [h]
    simp only [Matrix.mulVec, dotProduct, Pi.single_apply, mul_ite, mul_zero,
      Finset.sum_ite_eq', Finset.mem_univ, if_true]
    rw [Matrix.adjugate_fin_succ_eq_det_submatrix, Fin.succAbove_last, Fin.succAbove_zero,
      corner_minor]
    simp only [Fin.val_last, Fin.val_zero, add_zero]
    rw [← mul_pow, neg_one_mul, neg_neg]
    ring
```

The determinant is also the characteristic polynomial of $H$ evaluated at $E$, which factors over the eigenvalues:

$$t^N p_{N+1}=\prod_j (E-E_j).$$

Lean takes the factorisation from `charpoly_eq` for Hermitian matrices, evaluates it at $E$ and replaces the determinant by the previous result.

```lean
/-- The amplitude beyond the end, times `t ^ N`, is the product of the distances `E - E_j` to the
energy levels. -/
theorem wave_eq_prod {t : ℝ} (ht : t ≠ 0) (E : ℝ) (e : ℕ → ℝ) (N : ℕ) :
    t ^ N * wave t E e (N + 1) = ∏ j, (E - levels t e N j) := by
  have h := congrArg (Polynomial.eval E) (chain_isHermitian t e N).charpoly_eq
  rw [Matrix.eval_charpoly, Polynomial.eval_prod] at h
  rw [← det_eq_wave ht]
  simpa [levels, Matrix.smul_one_eq_diagonal] using h
```

## Levels as zeros of the next amplitude

Since $t^N\neq0$, the amplitude $p_{N+1}$ vanishes exactly when one factor $E-E_j$ does. This is the quantization condition of a chain with hard walls at sites $0$ and $N+1$, and levels can be located by shooting from one end, varying $E$ until $p_{N+1}$ vanishes.

At a level the residue is zero, so $(p_1,\dots,p_N)$ is an eigenvector scaled to $p_1=1$. The normalised state has amplitudes $p_n/\sqrt{\sum_{m=1}^N p_m^2}$.

The two directions of the proof are the two readings of a vanishing product.

```lean
/-- Quantization condition: the amplitude one site beyond the end vanishes exactly when `E` is an
energy level of the chain. -/
theorem wave_eq_zero_iff {t : ℝ} (ht : t ≠ 0) (E : ℝ) (e : ℕ → ℝ) (N : ℕ) :
    wave t E e (N + 1) = 0 ↔ ∃ j, E = levels t e N j := by
  have h := wave_eq_prod ht E e N
  constructor
  · intro h0
    rw [h0, mul_zero] at h
    obtain ⟨j, _, hj⟩ := Finset.prod_eq_zero_iff.mp h.symm
    exact ⟨j, sub_eq_zero.mp hj⟩
  · rintro ⟨j, hj⟩
    rw [Finset.prod_eq_zero (Finset.mem_univ j) (sub_eq_zero.mpr hj)] at h
    exact (mul_eq_zero.mp h).resolve_left (pow_ne_zero N ht)
```

## Logarithms away from the levels

If $E$ differs from every level, neither $p_{N+1}$ nor any factor $E-E_j$ is zero. Taking absolute values and logarithms of the product gives

$$N\ln|t|+\ln|p_{N+1}|=\sum_j\ln|E-E_j| ,$$

which is the stated identity after moving one term. The hypothesis `hE` is the condition on $E$. It excludes the levels of the chain, where $p_{N+1}=0$ and its logarithm diverges.

A single site shows the content directly. For $N=1$ the only level is $E_0=e_1$ and $p_2=(E-e_1)/t$, so the formula reads $\ln|p_2|=\ln|E-e_1|-\ln|t|$.

For an infinite chain, the Thouless formula expresses the Lyapunov exponent through an integral over the density of states. Where the eigenstates are exponentially localized, this exponent is read as the inverse localization length. Reaching the formula from the identity at fixed $N$ takes a limit $N\to\infty$ and, when $E$ lies in the spectrum, control of the levels that crowd around it. The theorem takes no such limit and assigns no localization length.

In the proof, `hp` obtains $p_{N+1}\neq0$ from the quantization condition and `hl` turns the logarithm of the product into a sum. Mathlib's real logarithm already satisfies $\ln x=\ln|x|$, so the absolute values can be restored at the end.

```lean
/-- Away from the energy levels, and for nonzero hopping, the logarithm of the magnitude of the
amplitude beyond the end is the sum of `ln |E - E_j|` over the levels minus `N ln |t|`. -/
theorem thouless_formula {t : ℝ} (ht : t ≠ 0) (E : ℝ) (e : ℕ → ℝ) (N : ℕ)
    (hE : ∀ j, E ≠ levels t e N j) :
    Real.log |wave t E e (N + 1)|
      = ∑ j, Real.log |E - levels t e N j| - N * Real.log |t| := by
  have hp : wave t E e (N + 1) ≠ 0 := fun h0 =>
    let ⟨j, hj⟩ := (wave_eq_zero_iff ht E e N).mp h0
    hE j hj
  have hl : Real.log (∏ j, (E - levels t e N j)) = ∑ j, Real.log (E - levels t e N j) := by
    rw [Real.log_prod]
    exact fun j _ => sub_ne_zero.mpr (hE j)
  have h := congrArg Real.log (wave_eq_prod ht E e N)
  rw [Real.log_mul (pow_ne_zero N ht) hp, Real.log_pow, hl] at h
  simp only [Real.log_abs]
  linarith
```

## Exponential growth far from the spectrum

Let $t\neq0$ and suppose every level lies at least $|t|e^{\gamma}$ away from $E$. Then

$$|t|^N|p_{N+1}|=\prod_j|E-E_j|\ge\left(|t|e^{\gamma}\right)^N ,$$

and division by $|t|^N$ gives $|p_{N+1}|\ge e^{N\gamma}$. The theorem allows any real $\gamma$, but the bound expresses growth only for $\gamma>0$, when $E$ is more than $|t|$ from every level. That separation is assumed as `hγ`; it is not derived from the site energies. It is sufficient for growth but not necessary: with all site energies zero, the wave grows exponentially at every $|E|>2|t|$, although the outermost levels of a long chain lie close to $\pm2|t|$. The bound concerns the wave started from $p_0=0$, $p_1=1$ at an energy away from the spectrum, and it says nothing about the shape of the eigenstates.

The proof compares the product factor by factor with the constant $|t|e^{\gamma}$ and cancels the positive number $|t|^N$.

```lean
/-- If every energy level is at least `|t| exp γ` away from `E`, the amplitude beyond the end of
the `N`-site chain is at least `exp (N γ)` in magnitude. -/
theorem exponential_growth {t : ℝ} (ht : t ≠ 0) (E γ : ℝ) (e : ℕ → ℝ) (N : ℕ)
    (hγ : ∀ j, |t| * Real.exp γ ≤ |E - levels t e N j|) :
    Real.exp (N * γ) ≤ |wave t E e (N + 1)| := by
  have h := congrArg abs (wave_eq_prod ht E e N)
  rw [abs_mul, abs_pow, Finset.abs_prod] at h
  have hb : (|t| * Real.exp γ) ^ N ≤ ∏ j, |E - levels t e N j| :=
    calc (|t| * Real.exp γ) ^ N = ∏ _j : Fin N, |t| * Real.exp γ := by simp
      _ ≤ ∏ j, |E - levels t e N j| :=
        Finset.prod_le_prod (fun _ _ => by positivity) (fun j _ => hγ j)
  rw [← h, mul_pow] at hb
  rw [Real.exp_nat_mul]
  exact le_of_mul_le_mul_left hb (pow_pos (abs_pos.mpr ht) N)

end

end FiniteChainThouless
```

```lean
#print axioms FiniteChainThouless.thouless_formula
#print axioms FiniteChainThouless.exponential_growth
```

```
'FiniteChainThouless.thouless_formula' depends on axioms: [propext, Classical.choice, Quot.sound]
'FiniteChainThouless.exponential_growth' depends on axioms: [propext, Classical.choice, Quot.sound]
```
